# The Hessian of a finite-state free energy is the Born term minus β times the stress covariance

Let finitely many states $a$, at least one, have energies $E_a(\eta)$ that are twice continuously differentiable in the strain $\eta$, and let $F(\eta)=-\frac1\beta\log\sum_a e^{-\beta E_a(\eta)}$ be their free energy at fixed inverse temperature $\beta$. Here "stress" means a first strain derivative of an energy, not divided by a volume, and $D^2F(\eta)[u,v]$ is the second derivative evaluated on the strain directions $u$ and $v$.

```lean
import Mathlib

namespace StressFluctuation

noncomputable section

variable {ι V : Type*} [Fintype ι] [NormedAddCommGroup V] [NormedSpace ℝ V]

/-- The partition sum of a finite list of energies `e` at inverse temperature `β`. -/
def partition (β : ℝ) (e : ι → ℝ) : ℝ := ∑ a, Real.exp (-β * e a)

/-- The Boltzmann average of an observable `f` over a nonempty finite set of states with
energies `e`. -/
def mean (β : ℝ) (e f : ι → ℝ) : ℝ :=
  (∑ a, Real.exp (-β * e a) * f a) / partition β e

/-- The Boltzmann covariance `⟨f g⟩ - ⟨f⟩⟨g⟩` of two observables, for a nonempty set of states. -/
def cov (β : ℝ) (e f g : ι → ℝ) : ℝ :=
  mean β e (fun a => f a * g a) - mean β e f * mean β e g

/-- The free energy `-(1/β) log Z` as a function of the strain `η`, for `β ≠ 0` and a nonempty
set of states. -/
def freeEnergy (β : ℝ) (E : ι → V → ℝ) (η : V) : ℝ :=
  -(1 / β) * Real.log (partition β (fun a => E a η))

/-- The Hessian of `f` at the strain `η`, evaluated on the strain directions `u` and `v`,
for twice differentiable `f`. -/
def hess (f : V → ℝ) (η u v : V) : ℝ := fderiv ℝ (fderiv ℝ f) η u v

/-- The partition sum of a nonempty set of states is positive. -/
theorem partition_pos [Nonempty ι] (β : ℝ) (e : ι → ℝ) : 0 < partition β e :=
  Finset.sum_pos (fun _ _ => Real.exp_pos _) Finset.univ_nonempty

/-- When the energies change at rates `e'`, the partition sum changes at the rate `-β` times
the Boltzmann-weighted sum of these rates. -/
theorem hasDerivAt_partition (β : ℝ) {e : ι → ℝ → ℝ} {e' : ι → ℝ} {t : ℝ}
    (he : ∀ a, HasDerivAt (e a) (e' a) t) :
    HasDerivAt (fun s => partition β (fun a => e a s))
      (-β * ∑ a, Real.exp (-β * e a t) * e' a) t := by
  refine (HasDerivAt.fun_sum (u := Finset.univ)
    (fun a _ => ((he a).const_mul (-β)).exp)).congr_deriv ?_
  rw [Finset.mul_sum]
  exact Finset.sum_congr rfl (fun a _ => by ring)

/-- Response of a thermal average: when energies and observable change at rates `e'` and `f'`,
the average of `f` changes at the rate `⟨f'⟩ - β Cov(e', f)`. -/
theorem hasDerivAt_mean [Nonempty ι] (β : ℝ) {e f : ι → ℝ → ℝ} {e' f' : ι → ℝ} {t : ℝ}
    (he : ∀ a, HasDerivAt (e a) (e' a) t) (hf : ∀ a, HasDerivAt (f a) (f' a) t) :
    HasDerivAt (fun s => mean β (fun a => e a s) (fun a => f a s))
      (mean β (fun a => e a t) f' - β * cov β (fun a => e a t) e' (fun a => f a t)) t := by
  have hN : HasDerivAt (fun s => ∑ a, Real.exp (-β * e a s) * f a s)
      (-β * ∑ a, Real.exp (-β * e a t) * (e' a * f a t)
        + ∑ a, Real.exp (-β * e a t) * f' a) t := by
    refine (HasDerivAt.fun_sum (u := Finset.univ)
      (fun a _ => (((he a).const_mul (-β)).exp).fun_mul (hf a))).congr_deriv ?_
    rw [Finset.mul_sum, ← Finset.sum_add_distrib]
    exact Finset.sum_congr rfl (fun a _ => by ring)
  have hZ := (partition_pos β (fun a => e a t)).ne'
  -- the quotient rule produces the covariance
  have key : ∀ Z A B C D : ℝ, Z ≠ 0 →
      ((-β * A + B) * Z - C * (-β * D)) / Z ^ 2
        = B / Z - β * (A / Z - D / Z * (C / Z)) := by
    intro Z A B C D h
    field_simp
    ring
  exact (hN.fun_div (hasDerivAt_partition β he) hZ).congr_deriv (key _ _ _ _ _ hZ)

/-- The free energy of finitely many (at least one) twice continuously differentiable energies
is twice continuously differentiable in the strain. -/
theorem contDiff_freeEnergy [Nonempty ι] (β : ℝ) {E : ι → V → ℝ}
    (hE : ∀ a, ContDiff ℝ 2 (E a)) : ContDiff ℝ 2 (freeEnergy β E) :=
  contDiff_const.mul (ContDiff.log
    (ContDiff.sum fun a _ => (contDiff_const.mul (hE a)).exp)
    (fun η => (partition_pos β (fun a => E a η)).ne'))

/-- The stress, the first strain derivative of the free energy, is the Boltzmann average of the
stresses of the individual states, for `β ≠ 0` and twice continuously differentiable energies. -/
theorem fderiv_freeEnergy [Nonempty ι] {β : ℝ} (hβ : β ≠ 0) {E : ι → V → ℝ}
    (hE : ∀ a, ContDiff ℝ 2 (E a)) (η v : V) :
    fderiv ℝ (freeEnergy β E) η v
      = mean β (fun a => E a η) (fun a => fderiv ℝ (E a) η v) := by
  -- differentiate along the line `η + t v` in two ways
  have hL : HasDerivAt (fun t : ℝ => freeEnergy β E (η + t • v))
      (fderiv ℝ (freeEnergy β E) η v) 0 :=
    ((contDiff_freeEnergy β hE).differentiable (by norm_num) η).hasFDerivAt.hasLineDerivAt v
  have hZ := hasDerivAt_partition β (e := fun a t => E a (η + t • v))
    (e' := fun a => fderiv ℝ (E a) η v) (t := 0)
    (fun a => ((hE a).differentiable (by norm_num) η).hasFDerivAt.hasLineDerivAt v)
  have hR := (hZ.log (partition_pos β _).ne').const_mul (-(1 / β))
  have key : ∀ D Z : ℝ, -(1 / β) * (-β * D / Z) = D / Z := by
    intro D Z
    rw [mul_div_assoc, ← mul_assoc, neg_mul_neg, one_div_mul_cancel hβ, one_mul]
  simpa only [mean, zero_smul, add_zero] using (hL.unique hR).trans (key _ _)

/-- The Hessian is the rate of change, along the direction `u`, of the slope in direction `v`,
for a twice continuously differentiable function. -/
theorem hasDerivAt_slope {f : V → ℝ} (hf : ContDiff ℝ 2 f) (η u v : V) :
    HasDerivAt (fun t : ℝ => fderiv ℝ f (η + t • u) v) (hess f η u v) 0 := by
  have hd : DifferentiableAt ℝ (fderiv ℝ f) η :=
    (hf.fderiv_right (m := 1) one_add_one_eq_two.le).differentiable (by norm_num) η
  have h : HasDerivAt (fun t : ℝ => fderiv ℝ f (η + t • u))
      (fderiv ℝ (fderiv ℝ f) η u) 0 := hd.hasFDerivAt.hasLineDerivAt u
  exact (h.clm_apply (hasDerivAt_const (0 : ℝ) v)).congr_deriv (by simp [hess])

/-- Stress fluctuation formula: for `β ≠ 0` and finitely many (at least one) twice continuously
differentiable energies, the Hessian of the free energy is the averaged Hessian (Born term)
minus `β` times the covariance of the stresses. -/
theorem hess_freeEnergy [Nonempty ι] {β : ℝ} (hβ : β ≠ 0) {E : ι → V → ℝ}
    (hE : ∀ a, ContDiff ℝ 2 (E a)) (η u v : V) :
    hess (freeEnergy β E) η u v
      = mean β (fun a => E a η) (fun a => hess (E a) η u v)
        - β * cov β (fun a => E a η)
            (fun a => fderiv ℝ (E a) η u) (fun a => fderiv ℝ (E a) η v) := by
  have hL := hasDerivAt_slope (contDiff_freeEnergy β hE) η u v
  -- the slope of the free energy is a thermal average, whose response is known
  simp only [fderiv_freeEnergy hβ hE] at hL
  have hR := hasDerivAt_mean β (e := fun a t => E a (η + t • u))
    (f := fun a t => fderiv ℝ (E a) (η + t • u) v)
    (e' := fun a => fderiv ℝ (E a) η u) (f' := fun a => hess (E a) η u v) (t := 0)
    (fun a => ((hE a).differentiable (by norm_num) η).hasFDerivAt.hasLineDerivAt u)
    (fun a => hasDerivAt_slope (hE a) η u v)
  simpa only [zero_smul, add_zero] using hL.unique hR

/-- The variance of an observable is its mean square deviation from the average, for a nonempty
set of states. -/
theorem cov_self [Nonempty ι] (β : ℝ) (e f : ι → ℝ) :
    cov β e f f = mean β e (fun a => (f a - mean β e f) ^ 2) := by
  have h : ∀ m : ℝ, ∑ a, Real.exp (-β * e a) * (f a - m) ^ 2
      = ∑ a, Real.exp (-β * e a) * (f a * f a)
        - 2 * m * ∑ a, Real.exp (-β * e a) * f a + m ^ 2 * partition β e := by
    intro m
    unfold partition
    rw [Finset.mul_sum, Finset.mul_sum, ← Finset.sum_sub_distrib, ← Finset.sum_add_distrib]
    exact Finset.sum_congr rfl (fun a _ => by ring)
  have key : ∀ A B Z : ℝ, Z ≠ 0 →
      A / Z - B / Z * (B / Z) = (A - 2 * (B / Z) * B + (B / Z) ^ 2 * Z) / Z := by
    intro A B Z hZ
    field_simp
    ring
  exact (key _ _ _ (partition_pos β e).ne').trans
    (congrArg (· / partition β e) (h (mean β e f)).symm)

/-- The variance vanishes exactly when the observable has the same value in all states, for a
nonempty set of states. -/
theorem cov_self_eq_zero_iff [Nonempty ι] (β : ℝ) (e f : ι → ℝ) :
    cov β e f f = 0 ↔ ∀ a b, f a = f b := by
  have hZ := (partition_pos β e).ne'
  constructor
  · intro h
    rw [cov_self] at h
    have hs : ∑ a, Real.exp (-β * e a) * (f a - mean β e f) ^ 2 = 0 :=
      (div_eq_zero_iff.mp h).resolve_right hZ
    have hnn : ∀ a ∈ Finset.univ, 0 ≤ Real.exp (-β * e a) * (f a - mean β e f) ^ 2 :=
      fun a _ => mul_nonneg (Real.exp_pos _).le (sq_nonneg _)
    -- every state sits at the average
    have hm : ∀ a, f a = mean β e f := fun a =>
      sub_eq_zero.mp ((pow_eq_zero_iff two_ne_zero).mp ((mul_eq_zero.mp
        ((Finset.sum_eq_zero_iff_of_nonneg hnn).mp hs a (Finset.mem_univ a))).resolve_left
          (Real.exp_pos _).ne'))
    exact fun a b => (hm a).trans (hm b).symm
  · intro h
    obtain ⟨c, rfl⟩ : ∃ c, f = fun _ => c :=
      ⟨f (Classical.arbitrary ι), funext fun a => h a _⟩
    have hc : ∀ x : ℝ, mean β e (fun _ => x) = x := by
      intro x
      change (∑ a, Real.exp (-β * e a) * x) / partition β e = x
      rw [← Finset.sum_mul]
      exact mul_div_cancel_left₀ x hZ
    change mean β e (fun _ => c * c) - mean β e (fun _ => c) * mean β e (fun _ => c) = 0
    rw [hc, hc, sub_self]

/-- Born bound: for `β > 0` and finitely many (at least one) twice continuously differentiable
energies, the Hessian of the free energy is at most the Born term in every strain direction,
that is, in the Loewner order. -/
theorem hess_freeEnergy_le_born [Nonempty ι] {β : ℝ} (hβ : 0 < β) {E : ι → V → ℝ}
    (hE : ∀ a, ContDiff ℝ 2 (E a)) (η u : V) :
    hess (freeEnergy β E) η u u ≤ mean β (fun a => E a η) (fun a => hess (E a) η u u) := by
  rw [hess_freeEnergy hβ.ne' hE]
  refine sub_le_self _ (mul_nonneg hβ.le ?_)
  rw [cov_self]
  exact div_nonneg (Finset.sum_nonneg fun a _ => mul_nonneg (Real.exp_pos _).le (sq_nonneg _))
    (partition_pos β _).le

/-- For `β > 0` and finitely many (at least one) twice continuously differentiable energies, the
Born term is exact in the direction `u` if and only if all states have the same stress along
`u`. -/
theorem hess_freeEnergy_eq_born_iff [Nonempty ι] {β : ℝ} (hβ : 0 < β) {E : ι → V → ℝ}
    (hE : ∀ a, ContDiff ℝ 2 (E a)) (η u : V) :
    hess (freeEnergy β E) η u u = mean β (fun a => E a η) (fun a => hess (E a) η u u)
      ↔ ∀ a b, fderiv ℝ (E a) η u = fderiv ℝ (E b) η u := by
  rw [hess_freeEnergy hβ.ne' hE, sub_eq_self, mul_eq_zero, or_iff_right hβ.ne',
    cov_self_eq_zero_iff]

end

end StressFluctuation
```

```lean
#print axioms StressFluctuation.hess_freeEnergy
#print axioms StressFluctuation.hess_freeEnergy_le_born
#print axioms StressFluctuation.hess_freeEnergy_eq_born_iff
```

```
'StressFluctuation.hess_freeEnergy' depends on axioms: [propext, Classical.choice, Quot.sound]
'StressFluctuation.hess_freeEnergy_le_born' depends on axioms: [propext, Classical.choice, Quot.sound]
'StressFluctuation.hess_freeEnergy_eq_born_iff' depends on axioms: [propext, Classical.choice, Quot.sound]
```

## Strains, states and averages in the code

The finite type `ι` labels the states, and `V` is the space of strains. `V` may be any real normed space; $\mathbb R^m$ is the usual case, with $m=6$ for a symmetric strain tensor in three dimensions.

With weights $w_a=e^{-\beta E_a}$ and $Z=\sum_a w_a$, `mean` is $\langle f\rangle=\frac1Z\sum_a w_af_a$, and `cov` is $\mathrm{Cov}(f,g)=\langle fg\rangle-\langle f\rangle\langle g\rangle$. The stress of state $a$ along $u$ is `fderiv ℝ (E a) η u`, written $DE_a[u]$ below, and `hess` is the second derivative.

The main theorem, `hess_freeEnergy`, says that for $\beta\neq0$

$$D^2F[u,v]=\langle D^2E[u,v]\rangle-\beta\,\mathrm{Cov}(DE[u],DE[v]).$$

The first term on the right is the Born term, the stiffness at frozen populations. The second accounts for the shift of the populations under strain.

For $\beta>0$, `hess_freeEnergy_le_born` gives $D^2F[u,u]\le\langle D^2E[u,u]\rangle$ for every $u$, which is the Loewner order. By `hess_freeEnergy_eq_born_iff`, equality holds along $u$ exactly when all states have the same stress along $u$. With a single state this is always so.

In simulations, formulas of this kind yield isothermal elastic constants from stress fluctuations at fixed strain; the version here covers a finite list of states, without an integral over configurations or a kinetic contribution. Elastic constants also require division by a reference volume.

## Two derivatives of the free energy

Along the line $\eta+tv$, the partition sum changes at the rate $-\beta\sum_a w_a\,DE_a[v]$ (`hasDerivAt_partition`). The chain rule for the logarithm then gives the mean stress (`fderiv_freeEnergy`):

$$DF[v]=-\frac1\beta\,\frac{-\beta\sum_a w_a\,DE_a[v]}{Z}=\langle DE[v]\rangle.$$

For the second derivative, both the weights and the averaged quantity vary. Let the energies change at rates $e'_a$ and an observable $f_a$ at rates $f'_a$. With $N=\sum_a w_af_a$,

$$N'=\sum_a w_af'_a-\beta\sum_a w_ae'_af_a,\qquad Z'=-\beta\sum_a w_ae'_a,$$

and the quotient rule gives

$$\Big(\frac NZ\Big)'=\frac{N'}{Z}-\frac{NZ'}{Z^2}=\langle f'\rangle-\beta\big(\langle e'f\rangle-\langle e'\rangle\langle f\rangle\big).$$

This is `hasDerivAt_mean`; its `key` identity is the last rearrangement. Along $\eta+tu$, take $f_a=DE_a[v]$. Then $e'_a=DE_a[u]$ and $f'_a=D^2E_a[u,v]$, and the fluctuation formula follows.

## The sign of the fluctuation term

For $u=v$ the covariance is a variance. Expanding the square gives `cov_self`:

$$\langle(f-\langle f\rangle)^2\rangle=\langle f^2\rangle-2\langle f\rangle^2+\langle f\rangle^2=\mathrm{Cov}(f,f).$$

The left side is nonnegative, so for $\beta>0$ the fluctuation term can only lower the Hessian along $u$.

If the variance vanishes, a sum of nonnegative terms $w_a(f_a-\langle f\rangle)^2$ is zero. Each term is then zero, and since $w_a>0$, every $f_a$ equals $\langle f\rangle$. Conversely, a constant observable $c$ has variance $c^2-c^2=0$. This is `cov_self_eq_zero_iff`, and with $f_a=DE_a[u]$ it settles the equality case.

## One function, two derivatives

The proof turns on `HasDerivAt.unique`: a real-variable function has at most one derivative at a point. In `hess_freeEnergy`, the function is the slope $t\mapsto DF(\eta+tu)[v]$ at $t=0$.

The statement `hL` gives its derivative as $D^2F[u,v]$, by the definition of the Hessian. Since `fderiv_freeEnergy` holds at every strain, `simp only` can replace the slope by the mean stress along the whole line. The statement `hR` then differentiates that mean by the response formula, and uniqueness equates the two results.

The method needs `hL` to be a true derivative. Lean's `fderiv` returns zero where a function is not differentiable, so `contDiff_freeEnergy` first shows that $F$ is twice continuously differentiable. `fderiv_freeEnergy` uses the same comparison one order lower, with `hasLineDerivAt` restricting the derivative on `V` to a line.
